# The character of the atomic displacements is the number of unmoved atoms times the trace of R(g)

To sort the vibrations of a molecule by symmetry, one first fills in a row of characters for its $3N$ Cartesian displacements. For each operation one counts the atoms that stay where they are and multiplies by the trace of the $3\times3$ matrix of the operation. No $3N\times3N$ matrix has to be written down. In the harmonic treatment of a finite molecule, this row determines how many modes of each symmetry type there are, once translations and rotations have been removed.

The rule holds whenever a group $G$ acts on a finite set of $N$ atoms and a homomorphism $R$ assigns to each $g$ a real $3\times3$ matrix $R(g)$. The displacements then transform by $D(g)=P(g)\otimes R(g)$, where $P(g)$ is the permutation matrix of the atoms, and

$$\operatorname{tr}D(g)=n(g)\,\operatorname{tr}R(g),$$

where $n(g)$ is the number of atoms that $g$ leaves in place.

## Atoms as labels moved by a group

Write $g\cdot j$ for the atom to which $g$ carries atom $j$. The action satisfies $1\cdot j=j$ and $(gh)\cdot j=g\cdot(h\cdot j)$, so in a product the right-hand factor acts first.

In Lean 4 with Mathlib:

```lean
import Mathlib

open Matrix
open scoped Kronecker

namespace DisplacementCharacter

noncomputable section

variable {G : Type*} [Group G] (ι : Type*) [DecidableEq ι] [MulAction G ι]
```

The type `ι` is the set of atom labels, and `MulAction G ι` supplies the two rules just stated. The labels carry no positions, masses or chemical elements. In an application, the equilibrium geometry determines which atom goes where, and the user supplies the result as the action.

The permutation matrix has the entries

$$P_{ij}(g)=\begin{cases}1,& g\cdot j=i,\\0,&\text{otherwise.}\end{cases}$$

Column $j$ therefore has its single 1 in the row of the atom that $j$ is carried to.

```lean
/-- The permutation matrix of a symmetry operation `g` on the atoms: the entry `(i, j)` is one
if `g` carries atom `j` to atom `i`, and zero otherwise. -/
def atomPerm (g : G) : Matrix ι ι ℝ :=
  Matrix.of fun i j => if g • j = i then 1 else 0
```

For the identity operation, $1\cdot j=j$, so $P_{ij}(1)$ is 1 when $i=j$ and 0 otherwise. Hence $P(1)=1$.

```lean
/-- The identity operation has the identity permutation matrix. -/
theorem atomPerm_one : atomPerm ι (1 : G) = 1 := by
  ext i j
  by_cases h : i = j
  · subst h
    simp [atomPerm]
  · simp [atomPerm, h, Ne.symm h]
```

The proof compares the matrices entry by entry and treats the diagonal and off-diagonal cases separately.

For a product of operations, sum over the intermediate atom $k$:

$$\sum_k P_{ik}(g)P_{kj}(h).$$

The second factor vanishes unless $k=h\cdot j$. The one remaining term is $P_{i,\,h\cdot j}(g)$, which is 1 exactly when $g\cdot(h\cdot j)=i$, that is, when $(gh)\cdot j=i$. The sum is therefore $P_{ij}(gh)$.

```lean
variable [Fintype ι]

/-- The permutation matrix of a product of operations is the product of their
permutation matrices. -/
theorem atomPerm_mul (g h : G) : atomPerm ι (g * h) = atomPerm ι g * atomPerm ι h := by
  ext i j
  simp only [atomPerm, Matrix.mul_apply, Matrix.of_apply]
  -- only the intermediate atom `h • j` contributes
  rw [Finset.sum_eq_single (h • j)]
  · simp [mul_smul]
  · intro k _ hk
    simp [hk.symm]
  · simp
```

From here on the set of atoms is finite, as the sum requires. `Finset.sum_eq_single (h • j)` reduces the sum to the intermediate atom $h\cdot j$. The first bullet evaluates the surviving term with `mul_smul`, the composition rule of the action, and the second shows that every other term is zero.

Together, $P(1)=1$ and $P(gh)=P(g)P(h)$ say that $P$ is a representation.

```lean
/-- The permutation representation of the group on the atoms. -/
def atomPermRep : G →* Matrix ι ι ℝ where
  toFun g := atomPerm ι g
  map_one' := atomPerm_one ι
  map_mul' g h := atomPerm_mul ι g h
```

The arrow `→*` denotes a map that preserves the unit and products. An object of this type can be built only by supplying proofs of both properties, here the two preceding theorems.

## Displacements of all the atoms

A displacement pattern is a list of real numbers $u_{(j,b)}$, one for each atom $j$ and Cartesian direction $b$. On these $3N$ coordinates, set

$$D_{(i,a),(j,b)}(g)=P_{ij}(g)\,R_{ab}(g).$$

This is the Kronecker product $P(g)\otimes R(g)$. At the identity it is $1\otimes1=1$. For a product of operations the sum over the intermediate pair $(k,c)$ separates:

$$\sum_{k,c}P_{ik}(g)R_{ac}(g)\,P_{kj}(h)R_{cb}(h)
=\Big(\sum_kP_{ik}(g)P_{kj}(h)\Big)\Big(\sum_cR_{ac}(g)R_{cb}(h)\Big).$$

The right-hand side is $P_{ij}(gh)R_{ab}(gh)$, so $D(g)D(h)=D(gh)$.

```lean
/-- The representation `g ↦ P(g) ⊗ R(g)` on the Cartesian displacements of all atoms. -/
def displacementRep (R : G →* Matrix (Fin 3) (Fin 3) ℝ) :
    G →* Matrix (ι × Fin 3) (ι × Fin 3) ℝ where
  toFun g := atomPerm ι g ⊗ₖ R g
  map_one' := by rw [atomPerm_one, map_one, Matrix.one_kronecker_one]
  map_mul' g h := by rw [atomPerm_mul, map_mul, Matrix.mul_kronecker_mul]
```

The index type `ι × Fin 3` consists of pairs of an atom and a direction, with the directions numbered 0, 1, 2. `Matrix.mul_kronecker_mul` is the separation of the double sum.

The hypothesis on `R` is only that it is a homomorphism. The matrices of a rigid symmetry operation are also orthogonal, but nothing below uses this. Nor is $R$ tied to the permutation of the atoms: for a real molecule, the operation that turns space by $R(g)$ must carry the equilibrium position of atom $j$ to that of atom $g\cdot j$, and this matching is left to the user.

The number of unmoved atoms is

$$n(g)=\#\{i : g\cdot i=i\}.$$

```lean
/-- The number of atoms that the operation `g` leaves in place. -/
def unmovedAtoms (g : G) : ℕ :=
  (Finset.univ.filter fun i : ι => g • i = i).card
```

An atom counts as unmoved when its label is fixed. An atom that is exchanged with an equivalent one doesn't count, even though the molecule as a whole looks the same afterwards.

The matrix $D(g)$ should turn each displacement arrow and move it along with its atom. To see that it does, evaluate the transformed pattern at the atom $g\cdot j$:

$$(D(g)u)_{(g\cdot j,a)}=\sum_{k,b}P_{g\cdot j,\,k}(g)R_{ab}(g)u_{(k,b)}.$$

The factor $P_{g\cdot j,\,k}(g)$ is 1 only if $g\cdot k=g\cdot j$. Acting with $g^{-1}$ gives $k=j$, and what remains is

$$(D(g)u)_{(g\cdot j,a)}=\sum_bR_{ab}(g)u_{(j,b)}.$$

```lean
/-- The operation `g` turns the displacement of atom `j` by `R(g)` and attaches it to
atom `g • j`. -/
theorem displacementRep_apply (R : G →* Matrix (Fin 3) (Fin 3) ℝ) (g : G)
    (u : ι × Fin 3 → ℝ) (j : ι) (a : Fin 3) :
    (displacementRep ι R g *ᵥ u) (g • j, a) = (R g *ᵥ fun b => u (j, b)) a := by
  change ∑ p : ι × Fin 3, (atomPerm ι g ⊗ₖ R g) (g • j, a) p * u p
    = ∑ b, R g a b * u (j, b)
  -- only atom `j` is carried to `g • j`
  rw [Fintype.sum_prod_type, Finset.sum_eq_single j]
  · simp [atomPerm, Matrix.kroneckerMap_apply]
  · intro k _ hk
    simp [atomPerm, Matrix.kroneckerMap_apply, hk]
  · simp
```

In words, the arrow that was on atom $j$ is turned by $R(g)$ and is then found on atom $g\cdot j$. The symbol `*ᵥ` is a matrix acting on a vector. The proof writes out the matrix-vector product, splits the sum over pairs into a sum over atoms and one over directions, and keeps only atom $j$.

If every atom is displaced by the same vector $t$, then $u_{(j,b)}=t_b$. For any atom $i$, put $j=g^{-1}\cdot i$ in the last formula. Since $g\cdot j=i$,

$$(D(g)u)_{(i,a)}=\sum_bR_{ab}(g)t_b=(R(g)t)_a.$$

The result is again a uniform translation, now by $R(g)t$.

```lean
/-- A uniform translation `t` of all atoms is carried to the uniform translation `R(g) t`. -/
theorem displacementRep_translation (R : G →* Matrix (Fin 3) (Fin 3) ℝ) (g : G)
    (t : Fin 3 → ℝ) :
    displacementRep ι R g *ᵥ (fun p => t p.2) = fun p => (R g *ᵥ t) p.2 := by
  ext ⟨i, a⟩
  have h := displacementRep_apply ι R g (fun p => t p.2) (g⁻¹ • i) a
  rw [smul_inv_smul] at h
  exact h
```

The proof makes the same substitution, and `smul_inv_smul` is the identity $g\cdot(g^{-1}\cdot i)=i$. This is why, for a molecule with at least one atom, $\operatorname{tr}R(g)$ is subtracted from the displacement character to remove the translations.

## Counting on the diagonal

The diagonal entry $P_{ii}(g)$ is 1 if atom $i$ is unmoved and 0 if it is not, so

$$\operatorname{tr}P(g)=\sum_iP_{ii}(g)=n(g).$$

```lean
/-- The character of the permutation representation is the number of unmoved atoms. -/
theorem trace_atomPerm (g : G) : (atomPerm ι g).trace = (unmovedAtoms ι g : ℝ) := by
  simp [Matrix.trace, atomPerm, unmovedAtoms]
```

The count is a natural number and the trace is real, which is why the statement contains the conversion `(unmovedAtoms ι g : ℝ)`.

The trace of the displacement matrix runs over atoms and directions, and it factorises:

$$\operatorname{tr}D(g)=\sum_{i,a}P_{ii}(g)R_{aa}(g)
=\Big(\sum_iP_{ii}(g)\Big)\Big(\sum_aR_{aa}(g)\Big)
=n(g)\operatorname{tr}R(g).$$

An atom that is carried elsewhere has its $3\times3$ block off the diagonal and contributes nothing. Each unmoved atom contributes a full copy of $\operatorname{tr}R(g)$.

```lean
/-- The character of the displacement representation at `g` is the number of unmoved atoms
times the trace of `R(g)`. -/
theorem displacement_character (R : G →* Matrix (Fin 3) (Fin 3) ℝ) (g : G) :
    (displacementRep ι R g).trace = (unmovedAtoms ι g : ℝ) * (R g).trace := by
  change (atomPerm ι g ⊗ₖ R g).trace = _
  rw [Matrix.trace_kronecker, trace_atomPerm]
```

This is the rule from the opening, for every element $g$ of the group. `Matrix.trace_kronecker` factorises the trace, and `trace_atomPerm` identifies the first factor with the count. The theorem gives the character itself; the decomposition into irreducible representations is a further calculation.

## Rotations and rotation-reflections

Take the $z$ axis along the axis of the operation. A rotation through $\theta$, combined with multiplication of $z$ by $\varepsilon$, has the matrix

$$A(\theta,\varepsilon)=\begin{pmatrix}\cos\theta&-\sin\theta&0\\ \sin\theta&\cos\theta&0\\0&0&\varepsilon\end{pmatrix}.$$

The value $\varepsilon=1$ gives a proper rotation. The value $\varepsilon=-1$ gives a rotation-reflection, which includes a plain reflection at $\theta=0$ and the inversion at $\theta=\pi$.

```lean
/-- Rotation through `θ` about the z axis combined with scaling of z by `ε`: a proper rotation
for `ε = 1`, a rotation-reflection for `ε = -1`. -/
def axialOperation (θ ε : ℝ) : Matrix (Fin 3) (Fin 3) ℝ :=
  !![Real.cos θ, -Real.sin θ, 0; Real.sin θ, Real.cos θ, 0; 0, 0, ε]
```

Adding the diagonal entries gives $\operatorname{tr}A(\theta,\varepsilon)=2\cos\theta+\varepsilon$. If the axis points elsewhere, then $R(g)=QA(\theta,\varepsilon)Q^{-1}$ with an invertible change of basis $Q$. A trace is unchanged when its factors are permuted cyclically, so

$$\operatorname{tr}R(g)=\operatorname{tr}\big(Q^{-1}QA(\theta,\varepsilon)\big)=2\cos\theta+\varepsilon,$$

and therefore

$$\operatorname{tr}D(g)=n(g)\,(2\cos\theta+\varepsilon).$$

```lean
/-- If `R(g)` is an axial operation with parameters `θ` and `ε` in some basis, the displacement
character at `g` is the number of unmoved atoms times `2 cos θ + ε`. -/
theorem displacement_character_axial (R : G →* Matrix (Fin 3) (Fin 3) ℝ) (g : G)
    (θ ε : ℝ) (Q : (Matrix (Fin 3) (Fin 3) ℝ)ˣ)
    (hR : R g = (Q : Matrix (Fin 3) (Fin 3) ℝ) * axialOperation θ ε *
      ((Q⁻¹ : (Matrix (Fin 3) (Fin 3) ℝ)ˣ) : Matrix (Fin 3) (Fin 3) ℝ)) :
    (displacementRep ι R g).trace = (unmovedAtoms ι g : ℝ) * (2 * Real.cos θ + ε) := by
  have ht : (axialOperation θ ε).trace = 2 * Real.cos θ + ε := by
    rw [Matrix.trace_fin_three]
    change Real.cos θ + Real.cos θ + ε = _
    ring
  -- the trace does not depend on the basis
  rw [displacement_character, hR, Matrix.trace_mul_comm, ← mul_assoc, Units.inv_mul,
    one_mul, ht]
```

The hypothesis `hR` says that $R(g)$ takes the axial form in some basis. It stands for the geometric information that $g$ is a rotation or rotation-reflection about some axis, and the theorem takes it as given. `Q` belongs to the units of the matrix ring, which means that it is an invertible matrix. The formula holds for every real $\varepsilon$, although only $\pm1$ describe rigid operations. In the proof, `ht` is the trace of the axial matrix, and the last rewriting moves $Q^{-1}$ to the front and cancels it against $Q$.

Water makes a short example by hand. Its symmetry operations are the identity, the half-turn about the axis through the oxygen atom, the reflection in the molecular plane, and the reflection in the perpendicular plane that contains the axis.

| Operation | Unmoved atoms | $2\cos\theta+\varepsilon$ | Character |
|---|---:|---:|---:|
| Identity | 3 | 3 | 9 |
| Half-turn | 1 | −1 | −1 |
| Reflection in the molecular plane | 3 | 1 | 3 |
| Reflection in the perpendicular plane | 1 | 1 | 1 |

The number of independent displacement patterns that all four operations leave unchanged is the average of the characters, $(9-1+3+1)/4=3$. One of them is the translation along the axis, and no rotation of the molecule is totally symmetric. Two totally symmetric vibrations remain: the symmetric stretch and the bend.

## Three atoms on the Cartesian axes

Place one atom on the positive half of each Cartesian axis, all at the same nonzero distance from the origin, and let the permutations of three objects move the atoms and the axes together. Number both 0, 1, 2. Then $R(g)=P(g)$, and the character is a square:

$$\operatorname{tr}D(g)=n(g)\operatorname{tr}P(g)=n(g)^2.$$

The identity leaves all three atoms in place and gives $3^2=9$. The exchange of atoms 0 and 1 leaves only atom 2 in place and gives $1^2=1$. For the third operation, first exchange 1 and 2, then exchange 0 and 1. Atom 0 goes to 1, atom 1 goes to 2, and atom 2 goes to 0. No atom is left in place, and the character is 0.

```lean
/-- For three atoms, one on each Cartesian axis, permuted together with the axes, the
displacement characters of the identity, a transposition and a three-cycle are 9, 1 and 0. -/
theorem triangle_characters :
    let D := displacementRep (Fin 3) (atomPermRep (G := Equiv.Perm (Fin 3)) (Fin 3))
    (D 1).trace = 9 ∧ (D (Equiv.swap 0 1)).trace = 1 ∧
      (D (Equiv.swap 0 1 * Equiv.swap 1 2)).trace = 0 := by
  intro D
  -- here `R(g)` is itself a permutation matrix, so the character is a square
  have key : ∀ g : Equiv.Perm (Fin 3), (D g).trace = (unmovedAtoms (Fin 3) g : ℝ) ^ 2 := by
    intro g
    have h := displacement_character (Fin 3)
      (atomPermRep (G := Equiv.Perm (Fin 3)) (Fin 3)) g
    have hP : (atomPermRep (G := Equiv.Perm (Fin 3)) (Fin 3) g).trace
        = (unmovedAtoms (Fin 3) g : ℝ) := trace_atomPerm (Fin 3) g
    rw [hP, ← sq] at h
    exact h
  have h1 : unmovedAtoms (Fin 3) (1 : Equiv.Perm (Fin 3)) = 3 := by decide
  have h2 : unmovedAtoms (Fin 3) (Equiv.swap 0 1 : Equiv.Perm (Fin 3)) = 1 := by decide
  have h3 : unmovedAtoms (Fin 3)
      (Equiv.swap 0 1 * Equiv.swap 1 2 : Equiv.Perm (Fin 3)) = 0 := by decide
  rw [key, key, key, h1, h2, h3]
  norm_num

end

end DisplacementCharacter
```

Here `Equiv.Perm (Fin 3)` is the group of permutations, and `atomPermRep` is used a second time, as the homomorphism $R$ on space. The step `key` derives the square from `displacement_character` and `trace_atomPerm`. The three counts are found by `decide`, which evaluates them directly, and `norm_num` finishes the arithmetic.

In space, the exchange is a reflection and the three-cycle is a rotation through $120^\circ$ about the direction $(1,1,1)$. The axial formula agrees with both values: $1\cdot(2-1)=1$ for the reflection, and $0\cdot(2\cos120^\circ+1)=0$ for the rotation.

```lean
#print axioms DisplacementCharacter.displacementRep_translation
#print axioms DisplacementCharacter.displacement_character
#print axioms DisplacementCharacter.displacement_character_axial
#print axioms DisplacementCharacter.triangle_characters
```

```
'DisplacementCharacter.displacementRep_translation' depends on axioms: [propext, Classical.choice, Quot.sound]
'DisplacementCharacter.displacement_character' depends on axioms: [propext, Classical.choice, Quot.sound]
'DisplacementCharacter.displacement_character_axial' depends on axioms: [propext, Classical.choice, Quot.sound]
'DisplacementCharacter.triangle_characters' depends on axioms: [propext, Classical.choice, Quot.sound]
```
